# Where the on-top ratio of a two-configuration singlet vanishes or exceeds one

Let g and u be orthonormal real orbitals, and let a two-electron singlet have the spatial wavefunction

Ψ(x,y) = c₁ g(x) g(y) − c₂ u(x) u(y)

with nonzero real amplitudes normalised to c₁² + c₂² = 1. The on-top ratio R = 4Π/ρ² compares the on-top pair density Π(x) = Ψ(x,x)² with the electron density ρ. At a point where g and u are not both zero, R vanishes exactly when c₁g² = c₂u². It exceeds one exactly when

c₁(1 − c₁) g² > c₂(1 + c₂) u²  or  c₂(1 − c₂) u² > c₁(1 + c₁) g².

Multiconfiguration pair-density functional theory commonly builds an effective spin polarisation from √(1 − R); for this two-electron, two-configuration model, the condition for R > 1 locates the points where that root stops being real.

## Orbitals on a measure space

The positions form a measure space `X` with measure `μ`. Ordinary space with its volume is one case, and a finite set of sites with the counting measure is another.

```lean
import Mathlib

open MeasureTheory

namespace OnTopRatio

noncomputable section

variable {X : Type*} [MeasurableSpace X] {μ : Measure X} {g u : X → ℝ}
```

Orthonormality means

∫g² = 1, ∫u² = 1, ∫gu = 0.

The structure also asks that gu be integrable, which for measurable orbitals follows from the two norms. The orbitals are given functions with a value at every point, and nothing is assumed about how they were optimised.

```lean
/-- Two real orbitals that are normalised and mutually orthogonal, with an integrable
overlap density. -/
structure OrthonormalOrbitals (μ : Measure X) (g u : X → ℝ) : Prop where
  integrable_overlap : Integrable (fun x => g x * u x) μ
  norm_g : ∫ x, g x ^ 2 ∂μ = 1
  norm_u : ∫ x, u x ^ 2 ∂μ = 1
  orthogonal : ∫ x, g x * u x ∂μ = 0
```

The minus sign in Ψ is part of the definition, so positive c₁ and c₂ describe configurations of opposite phase. The antisymmetric spin factor of the singlet is left out.

```lean
/-- Spatial wavefunction of a two-electron singlet that mixes the configurations `g²` and `u²`
with amplitudes `c₁` and `-c₂`. -/
def geminal (c₁ c₂ : ℝ) (g u : X → ℝ) (x y : X) : ℝ :=
  c₁ * g x * g y - c₂ * u x * u y
```

## Density, pair density and their ratio

Either electron may be the one at x, which gives the density

ρ(x) = 2 ∫ Ψ(x,y)² dy.

```lean
/-- Electron density of a real two-electron singlet: twice the integral of the squared spatial
wavefunction over the position of the other electron. -/
def density (μ : Measure X) (Ψ : X → X → ℝ) (x : X) : ℝ :=
  2 * ∫ y, Ψ x y ^ 2 ∂μ
```

The on-top pair density puts both electrons at the same point:

Π(x) = Ψ(x,x)².

```lean
/-- On-top pair density: the squared spatial wavefunction with both electrons at `x`. -/
def onTop (Ψ : X → X → ℝ) (x : X) : ℝ := Ψ x x ^ 2
```

The ratio compares Π with (ρ/2)²:

R(x) = 4Π(x)/ρ(x)².

It has physical meaning where ρ is nonzero.

```lean
/-- On-top ratio `R = 4 Π / ρ²`, meaningful at points where the density is nonzero. -/
def ratio (μ : Measure X) (Ψ : X → X → ℝ) (x : X) : ℝ :=
  4 * onTop Ψ x / density μ Ψ x ^ 2
```

Two sites are enough for an orthonormal pair. For g = (3/5, 4/5) and u = (4/5, −3/5), both norms are 9/25 + 16/25 = 1 and the overlap is 12/25 − 12/25 = 0. The proof turns the integrals into these sums.

```lean
/-- On a model space of two sites, the orbitals `(3/5, 4/5)` and `(4/5, -3/5)` are
orthonormal. -/
theorem orthonormalOrbitals_witness :
    OrthonormalOrbitals (Measure.count : Measure (Fin 2))
      ![3 / 5, 4 / 5] ![4 / 5, -3 / 5] := by
  refine ⟨Integrable.of_finite, ?_, ?_, ?_⟩ <;> rw [integral_count] <;>
    norm_num [Fin.sum_univ_two]
```

## Orthogonality removes the cross term

The density can be integrated term by term once g² and u² are known to be integrable. This follows from the norms, because Lean gives a non-integrable function the integral 0, which is not 1.

```lean
/-- A real function whose square integrates to one has an integrable square. -/
theorem integrable_sq_of_norm {f : X → ℝ} (hf : ∫ x, f x ^ 2 ∂μ = 1) :
    Integrable (fun x => f x ^ 2) μ := by
  by_contra h
  have h0 := integral_undef h
  linarith
```

Expanding the square gives

Ψ(x,y)² = c₁²g(x)²g(y)² + c₂²u(x)²u(y)² − 2c₁c₂g(x)u(x)g(y)u(y).

Integrating over y turns the first two orbital factors into 1 and the last into 0, so

ρ = 2(c₁²g² + c₂²u²).

In the proof, `e` is the expansion, `h1` to `h3` are the integrability of its terms, and the final rewriting inserts the three orthonormality integrals.

```lean
/-- For orthonormal orbitals the density of the two-configuration singlet is
`2 (c₁² g² + c₂² u²)`. -/
theorem density_geminal (h : OrthonormalOrbitals μ g u) (c₁ c₂ : ℝ) (x : X) :
    density μ (geminal c₁ c₂ g u) x = 2 * (c₁ ^ 2 * g x ^ 2 + c₂ ^ 2 * u x ^ 2) := by
  have e : (fun y => geminal c₁ c₂ g u x y ^ 2) = fun y =>
      (c₁ ^ 2 * g x ^ 2) * g y ^ 2 + (c₂ ^ 2 * u x ^ 2) * u y ^ 2
        - (2 * c₁ * c₂ * g x * u x) * (g y * u y) := by
    funext y
    simp only [geminal]
    ring
  have h1 : Integrable (fun y => (c₁ ^ 2 * g x ^ 2) * g y ^ 2) μ :=
    (integrable_sq_of_norm h.norm_g).const_mul _
  have h2 : Integrable (fun y => (c₂ ^ 2 * u x ^ 2) * u y ^ 2) μ :=
    (integrable_sq_of_norm h.norm_u).const_mul _
  have h3 : Integrable (fun y => (2 * c₁ * c₂ * g x * u x) * (g y * u y)) μ :=
    h.integrable_overlap.const_mul _
  have h12 : Integrable (fun y =>
      (c₁ ^ 2 * g x ^ 2) * g y ^ 2 + (c₂ ^ 2 * u x ^ 2) * u y ^ 2) μ := h1.add h2
  -- the cross term integrates to zero by orthogonality
  rw [density, e, integral_sub h12 h3, integral_add h1 h2, integral_const_mul,
    integral_const_mul, integral_const_mul, h.norm_g, h.norm_u, h.orthogonal]
  ring
```

Without orthogonality this fails. Take a single site with g = u = 1, c₁ = 2 and c₂ = 1. Then Ψ = 1, which is a normalised state with density 2, while the formula would give 10.

A second integration gives the electron number:

∫ρ = 2(c₁² + c₂²).

It equals 2 when c₁² + c₂² = 1.

```lean
/-- For orthonormal orbitals the density integrates to `2 (c₁² + c₂²)`. -/
theorem integral_density (h : OrthonormalOrbitals μ g u) (c₁ c₂ : ℝ) :
    ∫ x, density μ (geminal c₁ c₂ g u) x ∂μ = 2 * (c₁ ^ 2 + c₂ ^ 2) := by
  have h1 : Integrable (fun x => c₁ ^ 2 * g x ^ 2) μ :=
    (integrable_sq_of_norm h.norm_g).const_mul _
  have h2 : Integrable (fun x => c₂ ^ 2 * u x ^ 2) μ :=
    (integrable_sq_of_norm h.norm_u).const_mul _
  simp only [density_geminal h]
  rw [integral_const_mul, integral_add h1 h2, integral_const_mul, integral_const_mul,
    h.norm_g, h.norm_u]
  ring
```

## The closed formula for R

On the diagonal, Ψ(x,x) = c₁g² − c₂u². Dividing 4Π by ρ² cancels the factor 4:

R = (c₁g² − c₂u²)² / (c₁²g² + c₂²u²)².

```lean
/-- For orthonormal orbitals the on-top ratio is
`(c₁ g² - c₂ u²)² / (c₁² g² + c₂² u²)²`. -/
theorem ratio_geminal (h : OrthonormalOrbitals μ g u) (c₁ c₂ : ℝ) (x : X) :
    ratio μ (geminal c₁ c₂ g u) x =
      (c₁ * g x ^ 2 - c₂ * u x ^ 2) ^ 2 / (c₁ ^ 2 * g x ^ 2 + c₂ ^ 2 * u x ^ 2) ^ 2 := by
  have e : onTop (geminal c₁ c₂ g u) x = (c₁ * g x ^ 2 - c₂ * u x ^ 2) ^ 2 := by
    simp only [onTop, geminal]
    ring
  rw [ratio, e, density_geminal h, mul_pow, show (2 : ℝ) ^ 2 = 4 by norm_num,
    mul_div_mul_left _ _ (by norm_num : (4 : ℝ) ≠ 0)]
```

A symmetric two-site model shows both limits. With g = (1,1)/√2, u = (1,−1)/√2 and c₁² + c₂² = 1, the formula gives R = (c₁ − c₂)² on each site. The single configuration c₁ = 1, c₂ = 0 has R = 1. Equal amplitudes have R = 0, and the two electrons are then never on the same site.

## When R vanishes and when it exceeds one

Write D = c₁²g² + c₂²u². Since both amplitudes are nonzero and the orbitals are not both zero at x, D > 0 and the density is positive. A fraction with positive denominator vanishes only with its numerator, so R = 0 means c₁g² = c₂u².

For the threshold, R > 1 means

|c₁g² − c₂u²| > D.

Either c₁g² − c₂u² > D, which rearranges to

c₁(1 − c₁) g² > c₂(1 + c₂) u²,

or c₂u² − c₁g² > D, which rearranges to

c₂(1 − c₂) u² > c₁(1 + c₁) g².

In Lean, `sq_lt_sq` passes from squares to absolute values, `lt_abs` splits the two signs, and `nlinarith` does the rearrangements.

```lean
/-- Let both amplitudes be nonzero and the orthonormal orbitals not both vanish at `x`. Then the
density at `x` is positive, the on-top ratio vanishes exactly when `c₁ g² = c₂ u²`, and it exceeds
one exactly when one of the two stated inequalities between `g²` and `u²` holds. -/
theorem ratio_zero_and_exceeds_one (h : OrthonormalOrbitals μ g u) {c₁ c₂ : ℝ}
    (h₁ : c₁ ≠ 0) (h₂ : c₂ ≠ 0) {x : X} (hx : g x ≠ 0 ∨ u x ≠ 0) :
    0 < density μ (geminal c₁ c₂ g u) x ∧
    (ratio μ (geminal c₁ c₂ g u) x = 0 ↔ c₁ * g x ^ 2 = c₂ * u x ^ 2) ∧
    (1 < ratio μ (geminal c₁ c₂ g u) x ↔
      c₁ * (1 - c₁) * g x ^ 2 > c₂ * (1 + c₂) * u x ^ 2 ∨
      c₂ * (1 - c₂) * u x ^ 2 > c₁ * (1 + c₁) * g x ^ 2) := by
  have hD : 0 < c₁ ^ 2 * g x ^ 2 + c₂ ^ 2 * u x ^ 2 := by
    rcases hx with hx | hx <;> positivity
  rw [density_geminal h, ratio_geminal h]
  refine ⟨by linarith, ?_, ?_⟩
  · rw [div_eq_zero_iff, or_iff_left (pow_pos hD 2).ne', sq_eq_zero_iff, sub_eq_zero]
  · -- compare the absolute amplitude with half the density, one sign at a time
    rw [one_lt_div (pow_pos hD 2), sq_lt_sq, abs_of_pos hD, lt_abs]
    constructor
    · rintro (h | h)
      · left; nlinarith
      · right; nlinarith
    · rintro (h | h)
      · left; nlinarith
      · right; nlinarith
```

The theorem assumes neither positive nor normalised amplitudes. Multiplying both by λ ≠ 0 divides R by λ², however, so the threshold one refers to the physical state only when c₁² + c₂² = 1. The condition for R = 0 does not depend on this scale.

## Nodes of u

Where u = 0 and g ≠ 0, the formula reduces to

R = c₁²g⁴ / (c₁⁴g⁴) = 1/c₁².

In a normalised state with c₂ ≠ 0 we have c₁² = 1 − c₂² < 1, and hence R > 1. The proof sets u to zero, cancels g, and compares c₁² with one.

```lean
/-- In a normalised state with both amplitudes nonzero, at a node of `u` where `g` does not vanish,
the on-top ratio equals `1 / c₁²` and exceeds one. -/
theorem ratio_at_node (h : OrthonormalOrbitals μ g u) {c₁ c₂ : ℝ}
    (h₁ : c₁ ≠ 0) (h₂ : c₂ ≠ 0) (hc : c₁ ^ 2 + c₂ ^ 2 = 1) {x : X}
    (hg : g x ≠ 0) (hu : u x = 0) :
    ratio μ (geminal c₁ c₂ g u) x = 1 / c₁ ^ 2 ∧
      1 < ratio μ (geminal c₁ c₂ g u) x := by
  have e : ratio μ (geminal c₁ c₂ g u) x = 1 / c₁ ^ 2 := by
    rw [ratio_geminal h, hu, show c₁ * g x ^ 2 - c₂ * 0 ^ 2 = c₁ * g x ^ 2 by ring,
      show c₁ ^ 2 * g x ^ 2 + c₂ ^ 2 * 0 ^ 2 = c₁ ^ 2 * g x ^ 2 by ring]
    field_simp
  have hp : 0 < c₁ ^ 2 := by positivity
  have hq : 0 < c₂ ^ 2 := by positivity
  refine ⟨e, ?_⟩
  rw [e, one_lt_div hp]
  linarith
```

## A bound on the pair density

For positive amplitudes let m = min(c₁, c₂). Then mc₁ ≤ c₁² and mc₂ ≤ c₂², so

m |c₁g² − c₂u²| ≤ mc₁g² + mc₂u² ≤ c₁²g² + c₂²u² = ρ/2.

Squaring and dividing by m² gives

Π ≤ (ρ/2)²/m².

This holds at every point, including those where both orbitals vanish. Where ρ > 0, it says that R ≤ 1/m². In the proof, `p₁` to `p₆` are the nonnegative terms behind these inequalities, and `sq_le_sq'` squares the two-sided bound.

```lean
/-- For positive amplitudes and orthonormal orbitals, the on-top pair density is nowhere larger
than `(ρ/2)²` divided by the square of the smaller amplitude. -/
theorem onTop_le (h : OrthonormalOrbitals μ g u) {c₁ c₂ : ℝ}
    (h₁ : 0 < c₁) (h₂ : 0 < c₂) (x : X) :
    onTop (geminal c₁ c₂ g u) x ≤
      (density μ (geminal c₁ c₂ g u) x / 2) ^ 2 / min c₁ c₂ ^ 2 := by
  have hm : 0 < min c₁ c₂ := lt_min h₁ h₂
  have m₁ : 0 ≤ c₁ - min c₁ c₂ := sub_nonneg.mpr (min_le_left _ _)
  have m₂ : 0 ≤ c₂ - min c₁ c₂ := sub_nonneg.mpr (min_le_right _ _)
  rw [density_geminal h, le_div_iff₀ (pow_pos hm 2), onTop, geminal, ← mul_pow]
  generalize min c₁ c₂ = m at hm m₁ m₂ ⊢
  -- each configuration's contribution is bounded separately
  have p₁ : 0 ≤ c₁ * g x ^ 2 * (c₁ - m) := mul_nonneg (by positivity) m₁
  have p₂ : 0 ≤ c₂ * u x ^ 2 * (c₂ - m) := mul_nonneg (by positivity) m₂
  have p₃ : 0 ≤ c₁ * g x ^ 2 * m := by positivity
  have p₄ : 0 ≤ c₂ * u x ^ 2 * m := by positivity
  have p₅ : 0 ≤ c₁ ^ 2 * g x ^ 2 := by positivity
  have p₆ : 0 ≤ c₂ ^ 2 * u x ^ 2 := by positivity
  apply sq_le_sq'
  · nlinarith
  · nlinarith

end

end OnTopRatio
```

```lean
#print axioms OnTopRatio.integral_density
-- 'OnTopRatio.integral_density' depends on axioms: [propext, Classical.choice, Quot.sound]
#print axioms OnTopRatio.ratio_zero_and_exceeds_one
-- 'OnTopRatio.ratio_zero_and_exceeds_one' depends on axioms: [propext, Classical.choice, Quot.sound]
#print axioms OnTopRatio.ratio_at_node
-- 'OnTopRatio.ratio_at_node' depends on axioms: [propext, Classical.choice, Quot.sound]
#print axioms OnTopRatio.onTop_le
-- 'OnTopRatio.onTop_le' depends on axioms: [propext, Classical.choice, Quot.sound]
```
